# Exponential decay of the effective sample fraction for unbranched walkers with independent, identically distributed, non-constant local energies

A walker that does not branch collects the weight exp(−dt ∑ E_k) over n steps, and the effective sample fraction of such a weight W is (mean W)² / mean(W²). The theorem `exponential_decay` takes the local energies E_k to be independent, identically distributed and not almost surely constant, the time step dt to be nonzero, and the one-step weight to have finite second moment. It states that the fraction after n steps is then the n-th power of the one-step fraction, which lies strictly between 0 and 1. The attempt gets the power law by using independence to factorise the mean of the exponential of the summed energy, and identical distribution to make all the factors equal. The upper bound comes from the preceding lemma, that a weight which is not almost surely constant has fraction below one, and the lower bound from the positivity of integrals of exponentials.

In Lean, a first try:

```lean
import Mathlib

open MeasureTheory ProbabilityTheory

namespace ExponentialDecay

noncomputable section

variable {Ω : Type*} [MeasurableSpace Ω]

/-- The weight `exp (-dt ∑ E_k)` that a walker collects in `n` steps without branching. -/
def weight (dt : ℝ) (E : ℕ → Ω → ℝ) (n : ℕ) (ω : Ω) : ℝ :=
  Real.exp (-dt * ∑ k ∈ Finset.range n, E k ω)

/-- The effective sample fraction `(mean W)² / mean (W²)` of a random weight `W` with finite,
nonzero second moment. -/
def effectiveFraction (P : Measure Ω) (W : Ω → ℝ) : ℝ :=
  (∫ ω, W ω ∂P) ^ 2 / ∫ ω, W ω ^ 2 ∂P

variable {P : Measure Ω} [IsProbabilityMeasure P] {E : ℕ → Ω → ℝ} {e σ : ℝ}

/-- A random weight with finite second moment that is not almost surely constant has effective
sample fraction below one. -/
theorem effectiveFraction_lt_one {W : Ω → ℝ} (hW : Measurable W)
    (h2 : Integrable (fun ω => W ω ^ 2) P) (hc : ¬ ∃ c : ℝ, ∀ᵐ ω ∂P, W ω = c) :
    effectiveFraction P W < 1 := by
  have h1 : Integrable W P :=
    ((memLp_two_iff_integrable_sq hW.aestronglyMeasurable).2 h2).integrable one_le_two
  obtain ⟨m, hm⟩ : ∃ m, m = ∫ ω, W ω ∂P := ⟨_, rfl⟩
  have hi : Integrable (fun ω => W ω ^ 2 - 2 * m * W ω) P := h2.sub (h1.const_mul _)
  have hsq : (fun ω => (W ω - m) ^ 2) = fun ω => (W ω ^ 2 - 2 * m * W ω) + m ^ 2 := by
    ext ω
    ring
  have hint : Integrable (fun ω => (W ω - m) ^ 2) P := by
    rw [hsq]
    exact hi.add (integrable_const _)
  have hvar : ∫ ω, (W ω - m) ^ 2 ∂P = (∫ ω, W ω ^ 2 ∂P) - m ^ 2 := by
    rw [hsq, integral_add hi (integrable_const _), integral_sub h2 (h1.const_mul _),
      integral_const_mul, integral_const, ← hm]
    simp only [probReal_univ, one_smul]
    ring
  have hnn : 0 ≤ ∫ ω, (W ω - m) ^ 2 ∂P := integral_nonneg (fun ω => sq_nonneg _)
  -- a vanishing variance would make the weight almost surely constant
  have hne : ∫ ω, (W ω - m) ^ 2 ∂P ≠ 0 := by
    intro h0
    have hz := (integral_eq_zero_iff_of_nonneg (fun ω => sq_nonneg (W ω - m)) hint).1 h0
    refine hc ⟨m, ?_⟩
    filter_upwards [hz] with ω hω
    have hω' : (W ω - m) ^ 2 = 0 := hω
    exact sub_eq_zero.1 (pow_eq_zero_iff two_ne_zero |>.1 hω')
  have hpos := lt_of_le_of_ne hnn hne.symm
  rw [effectiveFraction, ← hm, div_lt_one (by nlinarith [sq_nonneg m])]
  linarith

/-- For independent, identically distributed local energies that are not almost surely constant,
a nonzero time step and a one-step weight of finite second moment, the effective fraction after
`n` steps is the `n`-th power of the one-step fraction, which lies strictly between 0 and 1. -/
theorem exponential_decay (hE : ∀ k, Measurable (E k)) (hind : iIndepFun E P)
    (hid : ∀ k, IdentDistrib (E k) (E 0) P P) {dt : ℝ} (hdt : dt ≠ 0)
    (h2 : Integrable (fun ω => weight dt E 1 ω ^ 2) P)
    (hc : ¬ ∃ c : ℝ, ∀ᵐ ω ∂P, E 0 ω = c) :
    0 < effectiveFraction P (weight dt E 1) ∧ effectiveFraction P (weight dt E 1) < 1 ∧
      ∀ n, effectiveFraction P (weight dt E n) = effectiveFraction P (weight dt E 1) ^ n := by
  have hw : Measurable (weight dt E 1) := by
    have h0 := hE 0
    unfold weight
    simp only [Finset.sum_range_one]
    fun_prop
  have h1 : Integrable (weight dt E 1) P :=
    ((memLp_two_iff_integrable_sq hw.aestronglyMeasurable).2 h2).integrable one_le_two
  have hsq : ∀ n ω, weight dt E n ω ^ 2
      = Real.exp ((-2 * dt) * ∑ k ∈ Finset.range n, E k ω) := by
    intro n ω
    rw [weight, ← Real.exp_nat_mul]
    congr 1
    push_cast
    ring
  -- independence factorises the mean of an exponential of the summed energy
  have key : ∀ (t : ℝ) (n : ℕ), ∫ ω, Real.exp (t * ∑ k ∈ Finset.range n, E k ω) ∂P
      = (∫ ω, Real.exp (t * E 0 ω) ∂P) ^ n := by
    intro t n
    have hs := hind.mgf_sum (t := t) hE (Finset.range n)
    simp only [mgf, Finset.sum_apply] at hs
    rw [hs, Finset.prod_congr rfl (fun k _ =>
      ((hid k).comp (u := fun x => Real.exp (t * x)) (by fun_prop)).integral_eq)]
    simp [Function.comp_def]
  refine ⟨?_, ?_, fun n => ?_⟩
  · have p1 : 0 < ∫ ω, weight dt E 1 ω ∂P := integral_exp_pos h1
    have p2 : 0 < ∫ ω, weight dt E 1 ω ^ 2 ∂P := by
      simp only [hsq] at h2 ⊢
      exact integral_exp_pos h2
    exact div_pos (pow_pos p1 2) p2
  · refine effectiveFraction_lt_one hw h2 ?_
    rintro ⟨c, hcc⟩
    refine hc ⟨Real.log c / (-dt), ?_⟩
    filter_upwards [hcc] with ω hω
    rw [← hω, weight, Real.log_exp, Finset.sum_range_one,
      mul_div_cancel_left₀ _ (neg_ne_zero.2 hdt)]
  · simp only [effectiveFraction, hsq]
    simp only [weight, key, pow_one]
    rw [div_pow, ← pow_mul, ← pow_mul, mul_comm n 2]

end

end ExponentialDecay
```

Lean reports:

```
Main.lean:84:12: error: Tactic `rewrite` failed: Did not find an occurrence of the pattern
  ∏ k ∈ ?m.292, ∫ (x : Ω), ((fun x => Real.exp (t * x)) ∘ E k) x ∂P
in the target expression
  ∏ i ∈ Finset.range n, ∫ (x : Ω), Real.exp (t * E i x) ∂P = (∫ (ω : Ω), Real.exp (t * E 0 ω) ∂P) ^ n

Ω : Type u_1
inst✝¹ : MeasurableSpace Ω
P : Measure Ω
inst✝ : IsProbabilityMeasure P
E : ℕ → Ω → ℝ
hE : ∀ (k : ℕ), Measurable (E k)
hind : iIndepFun E P
hid : ∀ (k : ℕ), IdentDistrib (E k) (E 0) P P
dt : ℝ
hdt : dt ≠ 0
h2 : Integrable (fun ω => weight dt E 1 ω ^ 2) P
hc : ¬∃ c, ∀ᵐ (ω : Ω) ∂P, E 0 ω = c
hw : Measurable (weight dt E 1)
h1 : Integrable (weight dt E 1) P
hsq : ∀ (n : ℕ) (ω : Ω), weight dt E n ω ^ 2 = Real.exp (-2 * dt * ∑ k ∈ Finset.range n, E k ω)
t : ℝ
n : ℕ
hs : ∫ (x : Ω), Real.exp (t * ∑ c ∈ Finset.range n, E c x) ∂P = ∏ i ∈ Finset.range n, ∫ (x : Ω), Real.exp (t * E i x) ∂P
⊢ ∏ i ∈ Finset.range n, ∫ (x : Ω), Real.exp (t * E i x) ∂P = (∫ (ω : Ω), Real.exp (t * E 0 ω) ∂P) ^ n
```

The change, after which it compiles:

```diff
@@ -82,7 +82,7 @@
     have hs := hind.mgf_sum (t := t) hE (Finset.range n)
     simp only [mgf, Finset.sum_apply] at hs
-    rw [hs, Finset.prod_congr rfl (fun k _ =>
-      ((hid k).comp (u := fun x => Real.exp (t * x)) (by fun_prop)).integral_eq)]
-    simp [Function.comp_def]
+    have hk : ∀ k, ∫ ω, Real.exp (t * E k ω) ∂P = ∫ ω, Real.exp (t * E 0 ω) ∂P := fun k =>
+      ((hid k).comp (u := fun x => Real.exp (t * x)) (by fun_prop)).integral_eq
+    rw [hs, Finset.prod_congr rfl (fun k _ => hk k), Finset.prod_const, Finset.card_range]
   refine ⟨?_, ?_, fun n => ?_⟩
   · have p1 : 0 < ∫ ω, weight dt E 1 ω ∂P := integral_exp_pos h1
```

Cause. The error is in `key`, at the step that replaces each factor's `E k` by `E 0`. The message says that `rw` could not find its pattern in the goal. The equation given to it takes its form from `IdentDistrib.comp`, so its integrand is the composition `((fun x => Real.exp (t * x)) ∘ E k) x`, while the goal has `Real.exp (t * E i x)`. The two are equal by definition, but `rw` looks for a match in form and does not unfold `∘` to find one.

The repair first states the equality as `hk`, written as the goal writes it. Lean accepts the same `integral_eq` term as its proof, because checking a term against a stated type does allow `∘` to be unfolded. The rewrite by `Finset.prod_congr` with `hk` then matches.

What remains is a product of n equal factors, which `Finset.prod_const` and `Finset.card_range` turn into the n-th power. They take the place of the closing `simp`, which was never reached; the message shows no fault in it, so that change is tidying.
